# In a fit of \(k\,e^{-Bx}\) with \(k\neq0\), scale and thermal parameter separate locally exactly when two points differ

Suppose that a diffraction fit has one scale factor and one isotropic thermal parameter shared by all atoms. If every amplitude is taken at the same value of \(x=\sin^2\theta/\lambda^2\), a stronger thermal attenuation can be offset by a larger scale factor, and the data cannot tell the two apart. The least-squares equations for the two parameters are then singular, however many amplitudes were measured.

```lean
import Mathlib

open Matrix
open scoped Topology

namespace ScaleThermalFit

noncomputable section

variable {n : ℕ}

/-- The model amplitude with scale `k` and thermal parameter `B` at the point `s`. -/
def amplitude (k B s : ℝ) : ℝ := k * Real.exp (-B * s)

/-- The squared thermal attenuation factor at the point `s`. -/
def weight (B s : ℝ) : ℝ := Real.exp (-2 * B * s)

/-- The Jacobian of the fit: row `i` holds the derivatives of the `i`-th amplitude with
respect to the scale and to the thermal parameter. -/
def jacobian (x : Fin n → ℝ) (k B : ℝ) : Matrix (Fin n) (Fin 2) ℝ :=
  Matrix.of fun i => ![deriv (fun k' => amplitude k' B (x i)) k,
    deriv (fun B' => amplitude k B' (x i)) B]

/-- The normal matrix of the unweighted least-squares fit. -/
def normalMatrix (x : Fin n → ℝ) (k B : ℝ) : Matrix (Fin 2) (Fin 2) ℝ :=
  (jacobian x k B)ᵀ * jacobian x k B

/-- The derivative of the amplitude with respect to the scale is the attenuation factor. -/
theorem hasDerivAt_scale (k B s : ℝ) :
    HasDerivAt (fun k' => amplitude k' B s) (Real.exp (-B * s)) k := by
  simp only [amplitude]
  exact ((hasDerivAt_id' k).mul_const _).congr_deriv (one_mul _)

/-- The derivative of the amplitude with respect to the thermal parameter is `-s` times
the amplitude. -/
theorem hasDerivAt_thermal (k B s : ℝ) :
    HasDerivAt (fun B' => amplitude k B' s) (-(s * amplitude k B s)) B := by
  simp only [amplitude]
  have h : HasDerivAt (fun b : ℝ => -b * s) (-1 * s) B :=
    (hasDerivAt_id' B).fun_neg.mul_const s
  exact (h.exp.const_mul k).congr_deriv (by ring)

/-- A double sum whose diagonal vanishes can be collected into a sum over pairs `i < j`. -/
theorem sum_pairs (g : Fin n → Fin n → ℝ) (h0 : ∀ i, g i i = 0) :
    ∑ i, ∑ j, g i j = ∑ i, ∑ j with i < j, (g i j + g j i) := by
  have split : ∀ i j, g i j = (if i < j then g i j else 0) + (if j < i then g i j else 0) := by
    intro i j
    rcases lt_trichotomy i j with h | h | h
    · simp [h, lt_asymm h]
    · subst h
      simp [h0]
    · simp [h, lt_asymm h]
  calc ∑ i, ∑ j, g i j
      = ∑ i, ∑ j, ((if i < j then g i j else 0) + (if j < i then g i j else 0)) :=
        Finset.sum_congr rfl fun i _ => Finset.sum_congr rfl fun j _ => split i j
    _ = (∑ i, ∑ j, (if i < j then g i j else 0))
        + (∑ i, ∑ j, (if j < i then g i j else 0)) := by
        simp only [Finset.sum_add_distrib]
    _ = (∑ i, ∑ j, (if i < j then g i j else 0))
        + (∑ i, ∑ j, (if i < j then g j i else 0)) := by
        -- exchange the names of the two indices in the second half
        congr 1
        exact Finset.sum_comm
    _ = ∑ i, ∑ j with i < j, (g i j + g j i) := by
        simp only [Finset.sum_filter, ← Finset.sum_add_distrib]
        refine Finset.sum_congr rfl fun i _ => Finset.sum_congr rfl fun j _ => ?_
        split_ifs <;> simp

/-- Lagrange's identity: the Gram determinant of two real vectors is the sum of their
squared two-by-two minors. -/
theorem lagrange_identity (a b : Fin n → ℝ) :
    (∑ i, a i * a i) * (∑ i, b i * b i) - (∑ i, a i * b i) * (∑ i, b i * a i)
      = ∑ i, ∑ j with i < j, (a i * b j - a j * b i) ^ 2 := by
  rw [Finset.sum_mul_sum, Finset.sum_mul_sum]
  simp only [← Finset.sum_sub_distrib]
  refine (sum_pairs (fun i j => a i * a i * (b j * b j) - a i * b i * (b j * a j))
    (fun i => by ring)).trans ?_
  exact Finset.sum_congr rfl fun i _ => Finset.sum_congr rfl fun j _ => by ring

/-- The determinant of the normal matrix is the squared scale times the sum over pairs of
points of their weights times their squared separation. -/
theorem det_normalMatrix (x : Fin n → ℝ) (k B : ℝ) :
    (normalMatrix x k B).det = k ^ 2 *
      ∑ i, ∑ j with i < j, weight B (x i) * weight B (x j) * (x i - x j) ^ 2 := by
  have hs : ∀ i, jacobian x k B i 0 = Real.exp (-B * x i) :=
    fun i => (hasDerivAt_scale k B (x i)).deriv
  have ht : ∀ i, jacobian x k B i 1 = -(x i * amplitude k B (x i)) :=
    fun i => (hasDerivAt_thermal k B (x i)).deriv
  have hw : ∀ s, weight B s = Real.exp (-B * s) ^ 2 := by
    intro s
    rw [weight, sq, ← Real.exp_add]
    congr 1
    ring
  rw [Matrix.det_fin_two]
  simp only [normalMatrix, Matrix.mul_apply, Matrix.transpose_apply]
  refine (lagrange_identity (fun i => jacobian x k B i 0)
    (fun i => jacobian x k B i 1)).trans ?_
  simp only [Finset.mul_sum]
  refine Finset.sum_congr rfl fun i _ => Finset.sum_congr rfl fun j _ => ?_
  simp only [hs, ht, hw, amplitude]
  ring

/-- For nonzero scale, the normal matrix is nonsingular exactly when two of the points
differ. -/
theorem det_ne_zero_iff (x : Fin n → ℝ) {k : ℝ} (hk : k ≠ 0) (B : ℝ) :
    (normalMatrix x k B).det ≠ 0 ↔ ∃ i j, x i ≠ x j := by
  constructor
  · intro hd
    by_contra h
    push Not at h
    apply hd
    rw [det_normalMatrix, Finset.sum_eq_zero, mul_zero]
    intro i _
    exact Finset.sum_eq_zero fun j _ => by rw [h i j]; ring
  · have hw : ∀ s, 0 < weight B s := fun s => Real.exp_pos _
    have hnn : ∀ i j, 0 ≤ weight B (x i) * weight B (x j) * (x i - x j) ^ 2 :=
      fun i j => mul_nonneg (mul_pos (hw _) (hw _)).le (sq_nonneg _)
    -- one pair of distinct points already makes the determinant positive
    have key : ∀ i j, i < j → x i ≠ x j → (normalMatrix x k B).det ≠ 0 := by
      intro i j hlt hne
      have hsub : x i - x j ≠ 0 := sub_ne_zero.mpr hne
      have hpos : 0 < weight B (x i) * weight B (x j) * (x i - x j) ^ 2 :=
        mul_pos (mul_pos (hw _) (hw _)) (by positivity)
      rw [det_normalMatrix]
      refine mul_ne_zero (pow_ne_zero 2 hk) (ne_of_gt ?_)
      exact Finset.sum_pos' (fun a _ => Finset.sum_nonneg fun b _ => hnn a b)
        ⟨i, Finset.mem_univ i, Finset.sum_pos' (fun b _ => hnn i b)
          ⟨j, by simp [hlt], hpos⟩⟩
    rintro ⟨i, j, hne⟩
    have hij : i ≠ j := fun h => hne (congrArg x h)
    rcases lt_or_gt_of_ne hij with h | h
    · exact key i j h hne
    · exact key j i h hne.symm

/-- Amplitudes at two distinct points determine both the scale and the thermal parameter,
provided the scale is nonzero. -/
theorem parameters_unique {k B k' B' s t : ℝ} (hk : k ≠ 0) (hst : s ≠ t)
    (hs : amplitude k B s = amplitude k' B' s)
    (ht : amplitude k B t = amplitude k' B' t) : k = k' ∧ B = B' := by
  simp only [amplitude] at hs ht
  have hk' : k' ≠ 0 := by
    intro h
    rw [h, zero_mul] at hs
    exact mul_ne_zero hk (Real.exp_ne_zero _) hs
  -- cross-multiplication removes both scales
  have e : Real.exp (-B * s + -B' * t) = Real.exp (-B' * s + -B * t) := by
    rw [Real.exp_add, Real.exp_add]
    apply mul_left_cancel₀ (mul_ne_zero hk hk')
    linear_combination (k' * Real.exp (-B' * t)) * hs - (k' * Real.exp (-B' * s)) * ht
  have e2 := Real.exp_injective e
  have e3 : (B - B') * (s - t) = 0 := by linear_combination (-1) * e2
  have hB : B = B' :=
    sub_eq_zero.mp ((mul_eq_zero.mp e3).resolve_right (sub_ne_zero.mpr hst))
  rw [hB] at hs
  exact ⟨mul_right_cancel₀ (Real.exp_ne_zero _) hs, hB⟩

/-- At a single point `c`, a shift of the thermal parameter by `t` is compensated exactly
by multiplying the scale by `exp (t * c)`. -/
theorem scale_compensates (k B c t : ℝ) :
    amplitude (k * Real.exp (t * c)) (B + t) c = amplitude k B c := by
  have h : t * c + -(B + t) * c = -B * c := by ring
  rw [amplitude, amplitude, mul_assoc, ← Real.exp_add, h]

/-- For nonzero scale, the normal matrix is nonsingular exactly when, in some neighbourhood
of the given parameters, different parameters give different lists of amplitudes. -/
theorem det_ne_zero_iff_locally_separate (x : Fin n → ℝ) {k : ℝ} (hk : k ≠ 0) (B : ℝ) :
    (normalMatrix x k B).det ≠ 0 ↔
      ∃ U ∈ 𝓝 (k, B), Set.InjOn (fun (p : ℝ × ℝ) i => amplitude p.1 p.2 (x i)) U := by
  rw [det_ne_zero_iff x hk B]
  constructor
  · rintro ⟨i, j, hij⟩
    have hopen : IsOpen {p : ℝ × ℝ | p.1 ≠ 0} := isOpen_ne_fun continuous_fst continuous_const
    refine ⟨{p : ℝ × ℝ | p.1 ≠ 0}, hopen.mem_nhds hk, ?_⟩
    intro p hp q _ hpq
    have h := parameters_unique hp hij (congrFun hpq i) (congrFun hpq j)
    exact Prod.ext h.1 h.2
  · rintro ⟨U, hU, hinj⟩
    by_contra h
    push Not at h
    obtain ⟨c, hc⟩ : ∃ c, ∀ i, x i = c := by
      rcases isEmpty_or_nonempty (Fin n) with hn | ⟨⟨i⟩⟩
      · exact ⟨0, fun i => hn.elim i⟩
      · exact ⟨x i, fun j => h j i⟩
    -- follow the curve of compensating parameters a short way inside the neighbourhood
    have hcont : Continuous (fun t : ℝ => (k * Real.exp (t * c), B + t)) := by fun_prop
    have hmem : (fun t : ℝ => (k * Real.exp (t * c), B + t)) ⁻¹' U ∈ 𝓝 (0 : ℝ) :=
      hcont.continuousAt.preimage_mem_nhds (by simpa using hU)
    obtain ⟨ε, hε, hb⟩ := Metric.mem_nhds_iff.mp hmem
    have hball : ε / 2 ∈ Metric.ball (0 : ℝ) ε := by
      rw [Metric.mem_ball, Real.dist_eq, sub_zero, abs_of_pos (half_pos hε)]
      linarith
    have h1 : (k * Real.exp (ε / 2 * c), B + ε / 2) ∈ U := hb hball
    have heq := hinj h1 (mem_of_mem_nhds hU) (funext fun i => by
      simp only [hc i]
      exact scale_compensates k B c (ε / 2))
    have h2 : B + ε / 2 = B := congrArg Prod.snd heq
    linarith

end

end ScaleThermalFit
```

```lean
#print axioms ScaleThermalFit.det_ne_zero_iff_locally_separate
-- 'ScaleThermalFit.det_ne_zero_iff_locally_separate' depends on axioms: [propext, Classical.choice, Quot.sound]
```

## The model and its normal matrix

The amplitude at the point \(x_i\) is \(A_i=k\,e^{-Bx_i}\), where \(k\) is the overall scale and \(B\) the isotropic thermal parameter of the Debye–Waller factor. In Lean, `x : Fin n → ℝ` lists the points, which may be any real numbers. The argument `s` of `amplitude` is one such point, so it stands for \(\sin^2\theta/\lambda^2\) and not for \(\sin\theta/\lambda\), as the letter often does in crystallography.

`jacobian` is defined through actual derivatives, which the first two theorems compute:
\[
a_i=\frac{\partial A_i}{\partial k}=e^{-Bx_i},\qquad
b_i=\frac{\partial A_i}{\partial B}=-x_i\,k\,e^{-Bx_i}.
\]
With these as the columns of \(J\), `normalMatrix` is \(J^{T}J\). Every amplitude counts equally in the fit: `weight` is the squared attenuation \(w_i=e^{-2Bx_i}\), not a statistical weight.

The static structure factors are set to one. For a crystal whose atoms all share one isotropic \(B\), known static factors \(F_i\) would multiply the amplitudes, a step that the theorems leave out. Atoms with different or anisotropic thermal parameters call for a larger model.

## The determinant as a sum over pairs

The determinant of \(J^{T}J\) is
\[
\sum_i a_i^2\sum_j b_j^2-\Big(\sum_i a_ib_i\Big)^2
=\sum_{i,j}\left(a_i^2b_j^2-a_ib_ia_jb_j\right).
\]
The diagonal terms vanish. Adding the term \((i,j)\) to the term \((j,i)\) gives \((a_ib_j-a_jb_i)^2\). `sum_pairs` does this collection and `lagrange_identity` states the result. Inserting the derivatives,
\[
a_ib_j-a_jb_i=k\,e^{-B(x_i+x_j)}(x_i-x_j),
\]
so that, as `det_normalMatrix` says,
\[
\det J^{T}J=k^2\sum_{i<j}w_iw_j(x_i-x_j)^2 .
\]

No term is negative, and each \(w_i\) is positive. For \(k\neq0\), which includes the physical case \(k>0\), one pair of distinct points makes the determinant positive; if all points coincide, it is zero. This is `det_ne_zero_iff`.

## What the amplitudes themselves determine

A nonsingular normal matrix is a statement about derivatives. `det_ne_zero_iff_locally_separate` links it to the amplitudes: for \(k\neq0\), the determinant is nonzero exactly when some neighbourhood `U ∈ 𝓝 (k, B)` exists on which different parameters give different lists of amplitudes (`Set.InjOn`).

Suppose first that two points \(s\neq t\) occur, and that \((k,B)\) and \((k',B')\) give the same amplitudes there. Since \(k\neq0\), the amplitudes are nonzero and \(k'\neq0\) too. Cross-multiplying the two equalities and cancelling \(kk'\) leaves
\[
e^{-Bs-B't}=e^{-B's-Bt}.
\]
The exponential is injective, so \((B-B')(s-t)=0\). Hence \(B=B'\), and then \(k=k'\). This is `parameters_unique`; the final proof takes as neighbourhood the whole region of nonzero scale.

Suppose instead that all points equal \(c\). Then
\[
k\,e^{tc}\,e^{-(B+t)c}=k\,e^{-Bc}
\]
for every real \(t\), which here is a shift of \(B\) and no longer a point. This is `scale_compensates`. The curve \((k\,e^{tc},\,B+t)\) is continuous and passes through \((k,B)\) at \(t=0\), so every neighbourhood contains a point of it with \(t\neq0\). Lean takes \(t=\varepsilon/2\), where the curve stays inside the neighbourhood for \(|t|<\varepsilon\). The two parameter pairs differ in \(B\) but give identical amplitudes.

## Two points and the uncertainty of \(B\)

With no points or only one, the sum over pairs is empty and the matrix is singular. With two points,
\[
\det J^{T}J=k^2w_0w_1(x_0-x_1)^2,
\]
which falls to zero quadratically as the points merge.

A Gauss–Newton refinement solves \(J^{T}J\,(\delta k,\delta B)^{T}=J^{T}r\), where \(r\) holds the observed minus the calculated amplitudes. For independent errors of equal variance \(\sigma^2\), the linearised variance of \(B\) is \(\sigma^2\sum_i w_i/\det J^{T}J\), so two nearby points leave \(B\) poorly determined.

An electronic-structure calculation for fixed nuclei gives a charge density without thermal smearing. Suppose that it supplies the nonzero moduli \(F_i\) of the static structure factors, and that one scale and one isotropic \(B\) are fitted to measured amplitudes modelled as \(kF_ie^{-Bx_i}\). Each \(w_i\) in the determinant is then multiplied by \(F_i^2\), so the same criterion tells whether the normal matrix is singular.
